# Multipolar Hamiltonian with electric polarization coupling: Ampère's law for $D$ has no matter term, the one for $E = D - P$ carries the current

## A molecule in a cavity

A neutral molecule sits in a cavity with finitely many field modes. In the multipolar (Power–Zienau–Woolley) description with magnetic couplings neglected, the molecule enters through its electric polarization $P$, which shifts the canonical momentum of the field. That momentum is minus the displacement field $D$, so one may ask which operator is the electric field $E$, and in which equation of motion the moving charges appear. Ampère's law has two classical forms for bound charges without magnetization, $\dot D = \nabla\times B$ and $\dot E = \nabla\times B - \dot P$, where $B$ is the magnetic field. Both come out below as operator identities, mode by mode, for a Hamiltonian that is postulated: the unitary transformation from minimal coupling that leads to it is not part of what is proved.

## Operators and commutation relations

Units are $\hbar = c = \varepsilon_0 = 1$. Mode $k$ has a coordinate $q_k$ (the amplitude of the vector potential), a momentum $\Pi_k$ and a real frequency $w_k$. The matter has a Hamiltonian $h$, and $P_k$ is the projection of its polarization on mode $k$. The assumptions are

$$[q_j,\Pi_k] = i\delta_{jk},\qquad [q_j,q_k]=[\Pi_j,\Pi_k]=[P_j,P_k]=0,$$

together with $[P_j,q_k]=[P_j,\Pi_k]=[h,q_k]=[h,\Pi_k]=0$. The relations among the $q$ and $\Pi$ quantise independent modes. The $P_j$ commute with each other as functions of particle positions do. That $P_j$ and $h$ commute with the field says that they act on the matter alone, which for $h$ excludes magnetic and diamagnetic terms depending on $q_k$. With $a_j = \Pi_j + P_j$,

$$H = h + \sum_j \tfrac12\left(a_j^2 + w_j^2 q_j^2\right),\qquad \dot Y = i[H,Y],\qquad D_k = -\Pi_k,\qquad E_k = -\dot q_k .$$

The square $a_j^2/2$ contains the coupling $-D_jP_j$ and the self-energy $P_j^2/2$. The term $w_k^2 q_k$ plays the part of the mode component of $\nabla\times B$.

## The three field equations

For every mode $k$,

$$E_k = D_k - P_k,\qquad i[H,D_k] = w_k^2 q_k,\qquad i[H,E_k] = w_k^2 q_k - i[h,P_k].$$

The rule $[a^2,Y] = a[a,Y] + [a,Y]a$, valid for any operators $a$ and $Y$, gives

$$[H,Y] = [h,Y] + \sum_j \tfrac12\Big(a_j[a_j,Y] + [a_j,Y]a_j + w_j^2\big(q_j[q_j,Y] + [q_j,Y]q_j\big)\Big).$$

For $Y = q_k$ the terms with $h$ and $q_j$ vanish and $[a_j,q_k] = -[q_k,\Pi_j] = -i\delta_{kj}$, so $[H,q_k] = \tfrac12(-i a_k - i a_k) = -i(\Pi_k+P_k)$. For $Y=\Pi_k$ one has $[h,\Pi_k]=0$, $[a_j,\Pi_k]=0$ and $[q_j,\Pi_k]=i\delta_{jk}$, so $[H,\Pi_k] = \tfrac12 w_k^2\cdot 2i q_k = i w_k^2 q_k$. For $Y=P_k$ both $[a_j,P_k]$ and $[q_j,P_k]$ vanish, so $[H,P_k]=[h,P_k]$.

Then $E_k = -i[H,q_k] = (-i)^2(\Pi_k+P_k) = D_k - P_k$, and $i[H,D_k] = -i\cdot i\,w_k^2q_k = w_k^2 q_k$. Applying $i[H,\cdot]$ to $D_k-P_k$ gives the third equation, in which $i[h,P_k] = \dot P_k$ is the polarization current.

Since $\ddot q_k = -\dot E_k$, the third equation is also the driven oscillator $\ddot q_k + w_k^2q_k = i[h,P_k]$. Multiplying $i[h,P_k]=0$ by $-i$ shows that $i[H,E_k] = w_k^2q_k$, the equation without current, holds exactly when $[h,P_k]=0$. The absence of a matter term for $D_k$ concerns the first-order equation only: differentiating it once more and using $\dot q_k = -E_k = -(D_k-P_k)$ gives $\ddot D_k + w_k^2D_k = w_k^2P_k$ (not stated in the file), so the polarization still drives $D_k$. In a simulation with this Hamiltonian (finitely many modes, electric polarization coupling only), minus the canonical field momentum, $-\Pi_k$, is $D_k$, and the component $E_k$ of the electric field in that mode follows after subtracting $P_k$.

## From operators to Lean objects

The operators are elements of a type `A` with `Ring A` and `Algebra ℂ A`: an associative algebra with unit over the complex numbers. The modes are labelled by a finite type `ι`, with the same indices `j` and `k` as above, and `p` is $\Pi$. The definition `opComm` is the commutator, `ddt H Y` is $i[H,Y]$, and `displacement`, `electric` and `hamiltonian` are $D$, $E$ and $H$. The structure `IsMultipolar` lists the eight families of relations, which are hypotheses and are not derived from a microscopic model. The theorem `multipolar_field_equations` reads: under `IsMultipolar h q p P`, for any real frequencies `w`, zero included, and any mode `k`, the three equations hold, the current being `ddt h (P k)`.

The theorem `single_mode` takes one mode with $P = l x$, where $x$ is a dipole coordinate and the real constant $l$ stands for the charge times the mode amplitude at the molecule; its third equation is $i[H,E] = w^2q - l\,i[h,x]$.

The algebra has no adjoint, states or time parameter. Self-adjointness, operator domains, the existence of a time evolution and the continuum of modes are not covered, and no spatial curl appears, so reading $w_k^2q_k$ as $\nabla\times B$ is interpretation.

```lean
import Mathlib

open Complex Polynomial

namespace MultipolarMaxwell

noncomputable section

variable {A : Type*} [Ring A] [Algebra ℂ A] {ι : Type*} [Fintype ι] [DecidableEq ι]

/-- The commutator `[a, b] = ab - ba`. -/
def opComm (a b : A) : A := a * b - b * a

/-- The Heisenberg time derivative `i[H, Y]`. -/
def ddt (H Y : A) : A := I • opComm H Y

/-- The displacement field `D = -Π` of a mode with field momentum `p = Π`. -/
def displacement (p : A) : A := -p

/-- The electric field `E = -i[H, q]` of a mode with coordinate `q`. -/
def electric (H q : A) : A := (-I) • opComm H q

/-- The multipolar Hamiltonian `H = h + Σ_k ((Π_k + P_k)² + w_k² q_k²)/2`. -/
def hamiltonian (h : A) (q p P : ι → A) (w : ι → ℝ) : A :=
  h + ∑ j, (1 / 2 : ℂ) • ((p j + P j) ^ 2 + ((w j : ℂ) ^ 2) • q j ^ 2)

/-- Canonical field modes `q_k`, `Π_k`, mutually commuting polarizations `P_k` and a matter
Hamiltonian `h`, with `P_k` and `h` commuting with all field operators. -/
structure IsMultipolar (h : A) (q p P : ι → A) : Prop where
  ccr : ∀ j k, opComm (q j) (p k) = (if j = k then I else 0) • (1 : A)
  q_q : ∀ j k, opComm (q j) (q k) = 0
  p_p : ∀ j k, opComm (p j) (p k) = 0
  P_P : ∀ j k, opComm (P j) (P k) = 0
  P_q : ∀ j k, opComm (P j) (q k) = 0
  P_p : ∀ j k, opComm (P j) (p k) = 0
  h_q : ∀ k, opComm h (q k) = 0
  h_p : ∀ k, opComm h (p k) = 0

variable {h : A} {q p P : ι → A}

omit [DecidableEq ι] in
/-- Leibniz expansion of the commutator of the multipolar Hamiltonian with any operator `Y`. -/
theorem comm_hamiltonian (h : A) (q p P : ι → A) (w : ι → ℝ) (Y : A) :
    opComm (hamiltonian h q p P w) Y = opComm h Y + ∑ j, (1 / 2 : ℂ) •
      (((p j + P j) * opComm (p j + P j) Y + opComm (p j + P j) Y * (p j + P j))
        + ((w j : ℂ) ^ 2) • (q j * opComm (q j) Y + opComm (q j) Y * q j)) := by
  unfold hamiltonian opComm
  rw [add_mul, mul_add, Finset.sum_mul, Finset.mul_sum, add_sub_add_comm,
    ← Finset.sum_sub_distrib]
  congr 1
  refine Finset.sum_congr rfl fun j _ => ?_
  generalize p j + P j = a
  simp only [pow_two, smul_mul_assoc, mul_smul_comm, add_mul, mul_add, mul_sub, sub_mul,
    mul_assoc]
  module

/-- `[H, q_k] = -i (Π_k + P_k)`. -/
theorem comm_H_q (hR : IsMultipolar h q p P) (w : ι → ℝ) (k : ι) :
    opComm (hamiltonian h q p P w) (q k) = (-I) • (p k + P k) := by
  have ha : ∀ j, opComm (p j + P j) (q k) = -((if k = j then I else 0) • (1 : A)) := by
    intro j
    rw [← hR.ccr k j, ← add_zero (-opComm (q k) (p j)), ← hR.P_q j k]
    unfold opComm
    noncomm_ring
  rw [comm_hamiltonian]
  simp only [ha, hR.q_q, hR.h_q]
  -- only mode `k` contributes
  rw [Finset.sum_eq_single k]
  · rw [if_pos rfl]
    simp only [mul_neg, neg_mul, mul_smul_comm, smul_mul_assoc, mul_one, one_mul,
      mul_zero, zero_mul]
    module
  · intro j _ hj
    simp [Ne.symm hj]
  · simp

/-- `[H, Π_k] = i w_k² q_k`. -/
theorem comm_H_p (hR : IsMultipolar h q p P) (w : ι → ℝ) (k : ι) :
    opComm (hamiltonian h q p P w) (p k) = (I * (w k : ℂ) ^ 2) • q k := by
  -- the kinetic term, polarization included, commutes with `Π_k`
  have ha : ∀ j, opComm (p j + P j) (p k) = 0 := by
    intro j
    rw [← add_zero (0 : A)]
    nth_rewrite 1 [← hR.p_p j k]
    rw [← hR.P_p j k]
    unfold opComm
    noncomm_ring
  rw [comm_hamiltonian]
  simp only [ha, hR.ccr, hR.h_p]
  rw [Finset.sum_eq_single k]
  · rw [if_pos rfl]
    simp only [mul_smul_comm, smul_mul_assoc, mul_one, one_mul, mul_zero, zero_mul]
    module
  · intro j _ hj
    simp [hj]
  · simp

/-- `[H, P_k] = [h, P_k]`. -/
theorem comm_H_P (hR : IsMultipolar h q p P) (w : ι → ℝ) (k : ι) :
    opComm (hamiltonian h q p P w) (P k) = opComm h (P k) := by
  have ha : ∀ j, opComm (p j + P j) (P k) = 0 := by
    intro j
    have e : opComm (p j + P j) (P k) = opComm (P j) (P k) - opComm (P k) (p j) := by
      unfold opComm
      noncomm_ring
    rw [e, hR.P_P, hR.P_p, sub_zero]
  have hq : ∀ j, opComm (q j) (P k) = 0 := by
    intro j
    have e : opComm (q j) (P k) = -opComm (P k) (q j) := by
      unfold opComm
      noncomm_ring
    rw [e, hR.P_q, neg_zero]
  rw [comm_hamiltonian]
  simp [ha, hq]

/-- For each mode, `E_k = D_k - P_k`, `i[H, D_k] = w_k² q_k` and
`i[H, E_k] = w_k² q_k - i[h, P_k]`. -/
theorem multipolar_field_equations (hR : IsMultipolar h q p P) (w : ι → ℝ) (k : ι) :
    electric (hamiltonian h q p P w) (q k) = displacement (p k) - P k ∧
    ddt (hamiltonian h q p P w) (displacement (p k)) = ((w k : ℂ) ^ 2) • q k ∧
    ddt (hamiltonian h q p P w) (electric (hamiltonian h q p P w) (q k))
      = ((w k : ℂ) ^ 2) • q k - ddt h (P k) := by
  have hE : electric (hamiltonian h q p P w) (q k) = displacement (p k) - P k := by
    have hI : -I * -I = -1 := by simp
    rw [electric, comm_H_q hR, smul_smul, hI, displacement]
    module
  have hD : ddt (hamiltonian h q p P w) (displacement (p k)) = ((w k : ℂ) ^ 2) • q k := by
    have e : ∀ H : A, opComm H (displacement (p k)) = -opComm H (p k) := by
      intro H
      unfold opComm displacement
      noncomm_ring
    have hI : I * (I * (w k : ℂ) ^ 2) = -(w k : ℂ) ^ 2 := by
      rw [← mul_assoc, I_mul_I]; ring
    rw [ddt, e, comm_H_p hR, smul_neg, smul_smul, hI, neg_smul, neg_neg]
  refine ⟨hE, hD, ?_⟩
  -- differentiate `E = D - P`
  have e : ∀ H a b : A, ddt H (a - b) = ddt H a - ddt H b := by
    intro H a b
    simp only [ddt, opComm, mul_sub, sub_mul]
    module
  rw [hE, e, hD, ddt, ddt, comm_H_P hR]

/-- Driven wave equation of a mode: `i[H, i[H, q_k]] + w_k² q_k = i[h, P_k]`. -/
theorem wave_equation (hR : IsMultipolar h q p P) (w : ι → ℝ) (k : ι) :
    ddt (hamiltonian h q p P w) (ddt (hamiltonian h q p P w) (q k)) + ((w k : ℂ) ^ 2) • q k
      = ddt h (P k) := by
  have e : ∀ H : A, ddt H (ddt H (q k)) = -ddt H (electric H (q k)) := by
    intro H
    simp only [ddt, electric, opComm, mul_smul_comm, smul_mul_assoc]
    module
  rw [e, (multipolar_field_equations hR w k).2.2]
  abel

/-- `i[H, E_k] = w_k² q_k` holds exactly when `[h, P_k] = 0`. -/
theorem electric_source_free_iff (hR : IsMultipolar h q p P) (w : ι → ℝ) (k : ι) :
    ddt (hamiltonian h q p P w) (electric (hamiltonian h q p P w) (q k))
      = ((w k : ℂ) ^ 2) • q k ↔ opComm h (P k) = 0 := by
  rw [(multipolar_field_equations hR w k).2.2, sub_eq_self, ddt]
  constructor
  · intro h0
    have h1 := congrArg (fun Y : A => (-I) • Y) h0
    have hI : -I * I = 1 := by simp
    simpa only [smul_smul, hI, one_smul, smul_zero] using h1
  · intro h0
    rw [h0, smul_zero]

/-- One mode with dipole coupling, `H = h + ((Π + l x)² + w² q²)/2`: `E = D - l x`,
`i[H, D] = w² q` and `i[H, E] = w² q - l i[h, x]`. -/
theorem single_mode (h q p x H : A) (l w : ℝ) (ccr : opComm q p = I • (1 : A))
    (x_q : opComm x q = 0) (x_p : opComm x p = 0) (h_q : opComm h q = 0)
    (h_p : opComm h p = 0)
    (hH : H = h + (1 / 2 : ℂ) • ((p + (l : ℂ) • x) ^ 2 + ((w : ℂ) ^ 2) • q ^ 2)) :
    electric H q = displacement p - (l : ℂ) • x ∧
    ddt H (displacement p) = ((w : ℂ) ^ 2) • q ∧
    ddt H (electric H q) = ((w : ℂ) ^ 2) • q - (l : ℂ) • ddt h x := by
  have e : ∀ Y : A, opComm ((l : ℂ) • x) Y = (l : ℂ) • opComm x Y := by
    intro Y
    simp only [opComm, mul_smul_comm, smul_mul_assoc, smul_sub]
  have e' : ddt h ((l : ℂ) • x) = (l : ℂ) • ddt h x := by
    simp only [ddt, opComm, mul_smul_comm, smul_mul_assoc]
    module
  have hR : IsMultipolar h (fun _ : Unit => q) (fun _ => p) (fun _ => (l : ℂ) • x) :=
    ⟨fun _ _ => by simpa using ccr, fun _ _ => sub_self _, fun _ _ => sub_self _,
      fun _ _ => sub_self _, fun _ _ => by rw [e, x_q, smul_zero],
      fun _ _ => by rw [e, x_p, smul_zero], fun _ => h_q, fun _ => h_p⟩
  have hH' : hamiltonian h (fun _ : Unit => q) (fun _ => p) (fun _ => (l : ℂ) • x)
      (fun _ => w) = H := by
    rw [hH]
    simp only [hamiltonian, Finset.univ_unique, Finset.sum_singleton]
  have key := multipolar_field_equations hR (fun _ => w) ()
  rw [hH', e'] at key
  exact key

/-- Multiplication by the variable, acting on polynomials. -/
def posOp : Module.End ℂ ℂ[X] := LinearMap.mulLeft ℂ X

/-- The operator `-i d/dX` acting on polynomials. -/
def momOp : Module.End ℂ ℂ[X] := (-I) • (derivative : ℂ[X] →ₗ[ℂ] ℂ[X])

/-- A two-level system with `h = σ_z`, `P = σ_x` and one mode `q = X`, `Π = -i d/dX` on
polynomials satisfies all relations, with `[h, P] ≠ 0`. -/
theorem multipolar_witness :
    IsMultipolar (A := Matrix (Fin 2) (Fin 2) (Module.End ℂ ℂ[X])) !![1, 0; 0, -1]
      (fun _ : Unit => !![posOp, 0; 0, posOp]) (fun _ => !![momOp, 0; 0, momOp])
      (fun _ => !![0, 1; 1, 0]) ∧
    opComm (A := Matrix (Fin 2) (Fin 2) (Module.End ℂ ℂ[X])) !![1, 0; 0, -1]
      !![0, 1; 1, 0] ≠ 0 := by
  have key : posOp * momOp - momOp * posOp = I • (1 : Module.End ℂ ℂ[X]) := by
    apply LinearMap.ext
    intro f
    simp only [posOp, momOp, LinearMap.sub_apply, Module.End.mul_apply, LinearMap.smul_apply,
      LinearMap.mulLeft_apply, Module.End.one_apply, derivative_mul, derivative_X, one_mul,
      mul_smul_comm]
    module
  have hneg : ∀ T : Module.End ℂ ℂ[X], -1 * T - T * -1 = 0 := by
    intro T
    apply LinearMap.ext
    intro f
    simp [Module.End.mul_apply]
  refine ⟨⟨?_, fun _ _ => sub_self _, fun _ _ => sub_self _, fun _ _ => sub_self _,
    ?_, ?_, ?_, ?_⟩, fun h0 => ?_⟩
  iterate 5
    intros
    refine Matrix.ext fun a b => ?_
    fin_cases a <;> fin_cases b <;>
      simp [opComm, key] <;> exact hneg _
  have h2 := congrArg
    (fun M : Matrix (Fin 2) (Fin 2) (Module.End ℂ ℂ[X]) => (M 0 1 1).coeff 0) h0
  norm_num [opComm, Matrix.mul_apply, Fin.sum_univ_two] at h2

end

end MultipolarMaxwell
```

```lean
#print axioms MultipolarMaxwell.wave_equation
#print axioms MultipolarMaxwell.electric_source_free_iff
#print axioms MultipolarMaxwell.single_mode
```

```
'MultipolarMaxwell.wave_equation' depends on axioms: [propext, Classical.choice, Quot.sound]
'MultipolarMaxwell.electric_source_free_iff' depends on axioms: [propext, Classical.choice, Quot.sound]
'MultipolarMaxwell.single_mode' depends on axioms: [propext, Classical.choice, Quot.sound]
```

## Three commutators, then linearity

`comm_hamiltonian` is the expansion of $[H,Y]$ and uses no hypothesis. Both products are distributed over the sum, `generalize p j + P j = a` introduces the abbreviation $a_j$, and once the squares are multiplied out `module` matches the coefficients of the monomials.

`comm_H_q`, `comm_H_p` and `comm_H_P` are the three choices of $Y$. In each, the local statement `ha` evaluates $[a_j,Y]$ from the fields of `IsMultipolar`. In the first two, `Finset.sum_eq_single k` does the work of the Kronecker delta: terms with $j\neq k$ vanish and the remaining one is $\tfrac12$ of two equal contributions. In the third, `ha` and `hq` kill every term of the sum.

In `multipolar_field_equations`, `hE` uses $(-i)(-i)=-1$ and `hD` uses $i\cdot i\,w_k^2=-w_k^2$. The last line rewrites with `hE`, splits the derivative of a difference, and inserts `hD` and `comm_H_P`. `wave_equation` starts from $\ddot q_k=-\dot E_k$, and `electric_source_free_iff` multiplies by $-i$ as above. `single_mode` applies the main theorem with the one-element index type `Unit` and pulls $l$ out of the commutators.

## A two-level model with nonzero current

`multipolar_witness` exhibits an algebra in which all relations are satisfied and the current does not vanish: $2\times2$ matrices whose entries are linear maps on complex polynomials in a variable $X$. The coordinate is multiplication by $X$ (`posOp`), the momentum is $-i\,d/dX$ (`momOp`), both times the unit matrix, and $P=\sigma_x$, $h=\sigma_z$ are Pauli matrices. The step `key` is the product rule, $X(-if') + i(Xf)' = if$ for a polynomial $f$. The entry in row 0, column 1 of $[\sigma_z,\sigma_x]$ is twice the identity map; applied to the polynomial $1$ it gives $2\neq0$.

## Polarizations that do not commute

The following example is worked out here only and has no theorem behind it in the file. Position operators projected on a few levels need not commute, so `P_P` can fail in a truncated model. Take two modes labelled 1 and 2, each with its own polynomial variable, $h=0$, $P_1=\sigma_x$ and $P_2=\sigma_y$; all other relations hold. The first two field equations survive, since their derivation never used $[P_j,P_k]=0$. But $a_2^2/2 = \Pi_2^2/2+\Pi_2\sigma_y+\tfrac12$ and $[\sigma_y,\sigma_x]=-2i\sigma_z$, so $[H,P_1] = -2i\,\Pi_2\sigma_z$ and

$$i[H,E_1] = w_1^2q_1 - 2\,\Pi_2\sigma_z ,$$

whereas the third equation would give $w_1^2q_1$, because $i[h,P_1]=0$.
